# In atomic units, a centred s Gaussian can have negative energy in the 3D well −V exp(−b r²), b > 0, exactly when V > 9√3 b/8

Let \(r=|\mathbf r|\) be the distance from the origin in \(\mathbb R^3\). One electron moves in the potential

\[
U(\mathbf r)=-V e^{-br^2},\qquad b>0,
\]

and is described by one s primitive with the same centre,

\[
\psi_a(\mathbf r)=\left(\frac{2a}{\pi}\right)^{3/4}e^{-ar^2},\qquad a>0 .
\]

In atomic units, \(V\) is in hartree and \(a,b\) are in inverse square bohr. The energy of a real normalised orbital is

\[
E[\psi]=\tfrac12\int|\nabla\psi|^2\,d^3r+\int U\psi^2\,d^3r .
\]

## The energy formula and the critical depth

Write \(E_V(a)\) for the energy of \(\psi_a\) in the well of depth \(V\). Then

\[
E_V(a)=\frac{3a}{2}-V\left(\frac{2a}{2a+b}\right)^{3/2},
\]

and some \(a>0\) gives \(E_V(a)<0\) if and only if

\[
V>V_0=\frac{9\sqrt3}{8}\,b\approx1.949\,b .
\]

At \(V=V_0\) no exponent gives a negative energy, and only \(a=b/4\) gives zero.

## Matrix elements and exponent optimisation

For one electron and one primitive centred on the well, the two terms of the formula are the diagonal matrix elements of the kinetic energy and of the Gaussian potential. In a Gaussian basis code that supports such potentials, they can serve as reference values for the two integral routines.

The threshold also tells an exponent optimiser what to expect. For \(0<V<V_0\) every energy is positive, yet \(E_V(a)\to0\) as \(a\to0\). The infimum 0 is then not attained, and a run that drifts towards ever smaller exponents need not indicate a bug. For \(V\) just below \(V_0\), a run may instead stop at a local minimum of positive energy near \(a=b/4\).

The diffuse limit itself gives no binding, however deep the well. For small \(a\) the kinetic energy is of order \(a\), while the attraction is only of order \(a^{3/2}\), so a sufficiently diffuse orbital has positive energy. A negative energy can occur only at exponents that are not too small, and for \(V\le V_0\) it occurs at none.

## From Gaussian integrals to a perfect square

For \(c>0\), \(\int e^{-cr^2}d^3r=(\pi/c)^{3/2}\). The radial integrals are

\[
\int_0^\infty x^n e^{-cx^2}dx=\tfrac12\,c^{-(n+1)/2}\,\Gamma\!\left(\tfrac{n+1}{2}\right).
\]

The ratio of the cases \(n=4\) and \(n=2\) is \(\Gamma(5/2)/(c\,\Gamma(3/2))=3/(2c)\), hence

\[
\int r^2e^{-cr^2}d^3r=\frac{3}{2c}\int e^{-cr^2}d^3r .
\]

The density is \(\psi_a^2=(2a/\pi)^{3/2}e^{-2ar^2}\), which integrates to 1 by the first formula with \(c=2a\). The second formula gives \(\langle r^2\rangle=3/(4a)\). Since \(\nabla\psi_a=-2a\,\psi_a\,\mathbf r\), the kinetic energy is

\[
\tfrac12\cdot4a^2\langle r^2\rangle=\frac{3a}{2}.
\]

The potential energy is

\[
-V\left(\frac{2a}{\pi}\right)^{3/2}\left(\frac{\pi}{2a+b}\right)^{3/2}
=-V\left(\frac{2a}{2a+b}\right)^{3/2}.
\]

Now put \(s=\sqrt{2a/(2a+b)}\). Then \(s^2(2a+b)=2a\), so \(bs^3=2a(s-s^3)\), and at \(V=V_0\)

\[
E_{V_0}(a)=\frac{3a}{2}-\frac{9\sqrt3\,a}{4}(s-s^3)
=\frac{9\sqrt3\,a}{4}\left(s-\frac{\sqrt3}{3}\right)^2\left(s+\frac{2\sqrt3}{3}\right)\ge0 .
\]

This vanishes only for \(s^2=1/3\), which means \(6a=2a+b\), or \(a=b/4\).

For any other depth,

\[
E_V(a)=E_{V_0}(a)-(V-V_0)s^3 .
\]

If \(V\le V_0\), both contributions are nonnegative. If \(V>V_0\), the choice \(a=b/4\) gives \(E_V(b/4)=-(V-V_0)/(3\sqrt3)<0\).

## The Lean file

```lean
import Mathlib

open MeasureTheory Set
open scoped Real

namespace GaussianWellBinding

noncomputable section

/-- Three-dimensional Euclidean space. -/
abbrev Space := EuclideanSpace ℝ (Fin 3)

/-- The s Gaussian `(2a/π)^(3/4) exp(-a r²)`, for exponents `a > 0`. -/
def sGaussian (a : ℝ) (r : Space) : ℝ :=
  (2 * a / π) ^ (3 / 4 : ℝ) * Real.exp (-a * ‖r‖ ^ 2)

/-- The Gaussian potential `-V exp(-b r²)`. -/
def well (V b : ℝ) (r : Space) : ℝ := -V * Real.exp (-b * ‖r‖ ^ 2)

/-- The energy functional `½ ∫ |∇ψ|² + ∫ U ψ²` of a real orbital `ψ` in the potential `U`,
in atomic units. -/
def energy (U ψ : Space → ℝ) : ℝ :=
  (1 / 2) * (∫ r, ‖gradient ψ r‖ ^ 2) + ∫ r, U r * ψ r ^ 2

/-- The integral of `exp(-c r²)` over space is `(π/c)^(3/2)` for `c > 0`. -/
theorem gaussian_integral {c : ℝ} (hc : 0 < c) :
    ∫ r : Space, Real.exp (-c * ‖r‖ ^ 2) = (π / c) ^ (3 / 2 : ℝ) := by
  rw [GaussianFourier.integral_rexp_neg_mul_sq_norm hc, finrank_euclideanSpace_fin]
  norm_num

/-- For `c > 0`, the mean of `r²` under the weight `exp(-c r²)` in space is `3/(2c)`. -/
theorem gaussian_second_moment {c : ℝ} (hc : 0 < c) :
    ∫ r : Space, ‖r‖ ^ 2 * Real.exp (-c * ‖r‖ ^ 2)
      = 3 / (2 * c) * ∫ r : Space, Real.exp (-c * ‖r‖ ^ 2) := by
  -- radial moments expressed through the Gamma function and powers of `c`
  have hr : ∀ n : ℕ, ∫ x in Ioi (0 : ℝ), x ^ n * Real.exp (-c * x ^ 2)
      = c ^ (-((n : ℝ) + 1) / 2) * (1 / 2) * Real.Gamma (((n : ℝ) + 1) / 2) := by
    intro n
    have hn : (0 : ℝ) ≤ n := Nat.cast_nonneg n
    have h := integral_rpow_mul_exp_neg_mul_rpow (p := 2) (q := (n : ℝ)) (b := c)
      two_pos (by linarith) hc
    simpa only [Real.rpow_natCast, Real.rpow_two] using h
  have hG : Real.Gamma ((((4 : ℕ) : ℝ) + 1) / 2)
      = 3 / 2 * Real.Gamma ((((2 : ℕ) : ℝ) + 1) / 2) := by
    rw [show (((4 : ℕ) : ℝ) + 1) / 2 = 3 / 2 + 1 by norm_num,
      Real.Gamma_add_one (by norm_num), show (((2 : ℕ) : ℝ) + 1) / 2 = 3 / 2 by norm_num]
  have hP : c ^ (-(((4 : ℕ) : ℝ) + 1) / 2) = c ^ (-(((2 : ℕ) : ℝ) + 1) / 2) / c := by
    rw [← Real.rpow_sub_one hc.ne']
    congr 1
    norm_num
  have hrad : ∫ x in Ioi (0 : ℝ), x ^ 4 * Real.exp (-c * x ^ 2)
      = 3 / (2 * c) * ∫ x in Ioi (0 : ℝ), x ^ 2 * Real.exp (-c * x ^ 2) := by
    rw [hr 4, hr 2, hP, hG]
    ring
  -- polar coordinates reduce both integrals to radial ones
  have h1 := integral_fun_norm_addHaar (volume : Measure Space)
    (fun y : ℝ => y ^ 2 * Real.exp (-c * y ^ 2))
  have h2 := integral_fun_norm_addHaar (volume : Measure Space)
    (fun y : ℝ => Real.exp (-c * y ^ 2))
  simp only [finrank_euclideanSpace_fin, smul_eq_mul, nsmul_eq_mul, Nat.reduceSub] at h1 h2
  have e : (fun y : ℝ => y ^ 2 * (y ^ 2 * Real.exp (-c * y ^ 2)))
      = fun y => y ^ 4 * Real.exp (-c * y ^ 2) := by
    funext y
    ring
  rw [e] at h1
  rw [h1, h2, hrad]
  ring

/-- For `a > 0`, the density of the s Gaussian is `(2a/π)^(3/2) exp(-2a r²)`. -/
theorem sGaussian_sq {a : ℝ} (ha : 0 < a) (r : Space) :
    sGaussian a r ^ 2 = (2 * a / π) ^ (3 / 2 : ℝ) * Real.exp (-(2 * a) * ‖r‖ ^ 2) := by
  have hx : 0 ≤ 2 * a / π := by positivity
  have h1 : ((2 * a / π) ^ (3 / 4 : ℝ)) ^ 2 = (2 * a / π) ^ (3 / 2 : ℝ) := by
    rw [← Real.rpow_natCast, ← Real.rpow_mul hx]
    norm_num
  have h2 : Real.exp (-a * ‖r‖ ^ 2) ^ 2 = Real.exp (-(2 * a) * ‖r‖ ^ 2) := by
    rw [sq (Real.exp _), ← Real.exp_add]
    congr 1
    ring
  rw [sGaussian, mul_pow, h1, h2]

/-- The s Gaussian of exponent `a > 0` is normalised. -/
theorem sGaussian_normalized {a : ℝ} (ha : 0 < a) : ∫ r, sGaussian a r ^ 2 = 1 := by
  have h : 2 * a / π * (π / (2 * a)) = 1 := by field_simp
  simp only [sGaussian_sq ha]
  rw [integral_const_mul, gaussian_integral (by positivity),
    ← Real.mul_rpow (by positivity) (by positivity), h, Real.one_rpow]

/-- The gradient of the s Gaussian `ψ` at the point `r` is `-2a ψ(r) r`. -/
theorem gradient_sGaussian (a : ℝ) (r : Space) :
    gradient (sGaussian a) r = (-(2 * a) * sGaussian a r) • r := by
  have h0 := ((hasStrictFDerivAt_norm_sq r).hasFDerivAt.const_mul (-a)).exp.const_mul
    ((2 * a / π) ^ (3 / 4 : ℝ))
  have h : HasFDerivAt (sGaussian a)
      (InnerProductSpace.toDual ℝ Space ((-(2 * a) * sGaussian a r) • r)) r := by
    refine HasFDerivAt.congr_fderiv h0 (ContinuousLinearMap.ext fun v => ?_)
    change (2 * a / π) ^ (3 / 4 : ℝ) • (Real.exp (-a * ‖r‖ ^ 2) •
      ((-a) • ((2 : ℕ) • inner ℝ r v))) = inner ℝ ((-(2 * a) * sGaussian a r) • r) v
    rw [real_inner_smul_left]
    simp only [smul_eq_mul, nsmul_eq_mul, sGaussian, Nat.cast_ofNat]
    ring
  exact (hasGradientAt_iff_hasFDerivAt.mpr h).gradient

/-- The kinetic energy of the s Gaussian of exponent `a > 0` is `3a/2`. -/
theorem kinetic_sGaussian {a : ℝ} (ha : 0 < a) :
    (1 / 2) * (∫ r, ‖gradient (sGaussian a) r‖ ^ 2) = 3 * a / 2 := by
  have hg : ∀ r, ‖gradient (sGaussian a) r‖ ^ 2 = (4 * a ^ 2 * (2 * a / π) ^ (3 / 2 : ℝ)) *
      (‖r‖ ^ 2 * Real.exp (-(2 * a) * ‖r‖ ^ 2)) := by
    intro r
    rw [gradient_sGaussian, norm_smul, mul_pow, Real.norm_eq_abs, sq_abs, mul_pow,
      sGaussian_sq ha]
    ring
  have hN := sGaussian_normalized ha
  simp only [sGaussian_sq ha] at hN
  rw [integral_const_mul] at hN
  have hc : 4 * a ^ 2 * (3 / (2 * (2 * a))) = 3 * a := by
    rw [← mul_div_assoc, div_eq_iff (by positivity)]
    ring
  simp only [hg]
  rw [integral_const_mul, gaussian_second_moment (by positivity)]
  linear_combination (1 / 2 * (2 * a / π) ^ (3 / 2 : ℝ) *
    ∫ r : Space, Real.exp (-(2 * a) * ‖r‖ ^ 2)) * hc + (3 * a / 2) * hN

/-- For `a, b > 0`, the energy of the s Gaussian of exponent `a` in the well `-V exp(-b r²)` is
`3a/2 - V (2a/(2a+b))^(3/2)`. -/
theorem energy_eq {a b : ℝ} (V : ℝ) (ha : 0 < a) (hb : 0 < b) :
    energy (well V b) (sGaussian a)
      = 3 * a / 2 - V * (2 * a / (2 * a + b)) ^ (3 / 2 : ℝ) := by
  have hs : 2 * a + b ≠ 0 := by positivity
  have hp : ∀ r, well V b r * sGaussian a r ^ 2 = (-V * (2 * a / π) ^ (3 / 2 : ℝ)) *
      Real.exp (-(2 * a + b) * ‖r‖ ^ 2) := by
    intro r
    rw [sGaussian_sq ha, well,
      show -(2 * a + b) * ‖r‖ ^ 2 = -b * ‖r‖ ^ 2 + -(2 * a) * ‖r‖ ^ 2 by ring, Real.exp_add]
    ring
  have hM : (2 * a / π) ^ (3 / 2 : ℝ) * (π / (2 * a + b)) ^ (3 / 2 : ℝ)
      = (2 * a / (2 * a + b)) ^ (3 / 2 : ℝ) := by
    rw [← Real.mul_rpow (by positivity) (by positivity)]
    congr 1
    field_simp
  rw [energy, kinetic_sGaussian ha]
  simp only [hp]
  rw [integral_const_mul, gaussian_integral (by positivity)]
  linear_combination (-V) * hM

/-- At the depth `V = 9√3 b/8`, with `a, b > 0`, the energy of the s Gaussian is nonnegative,
and it is zero exactly for the exponent `a = b/4`. -/
theorem energy_at_threshold {a b : ℝ} (ha : 0 < a) (hb : 0 < b) :
    0 ≤ energy (well (9 * √3 * b / 8) b) (sGaussian a) ∧
      (energy (well (9 * √3 * b / 8) b) (sGaussian a) = 0 ↔ a = b / 4) := by
  have hp : 0 < 2 * a / (2 * a + b) := by positivity
  have h32 : (2 * a / (2 * a + b)) ^ (3 / 2 : ℝ) = √(2 * a / (2 * a + b)) ^ 3 := by
    rw [Real.sqrt_eq_rpow, ← Real.rpow_natCast, ← Real.rpow_mul hp.le]
    norm_num
  have hw : √3 ^ 2 = (3 : ℝ) := Real.sq_sqrt (by norm_num)
  have hw0 : 0 < √(3 : ℝ) := Real.sqrt_pos.mpr (by norm_num)
  have hs0 : 0 < √(2 * a / (2 * a + b)) := Real.sqrt_pos.mpr hp
  have hs2 : √(2 * a / (2 * a + b)) ^ 2 = 2 * a / (2 * a + b) := Real.sq_sqrt hp.le
  have hs : √(2 * a / (2 * a + b)) ^ 2 * (2 * a + b) = 2 * a := by
    rw [hs2]
    exact div_mul_cancel₀ _ (by positivity)
  rw [energy_eq _ ha hb, h32]
  generalize √(2 * a / (2 * a + b)) = s at hs0 hs hs2 ⊢
  -- the energy is a positive factor times a perfect square
  have key : 3 * a / 2 - 9 * √3 * b / 8 * s ^ 3
      = 9 * √3 * a / 4 * (s + 2 * √3 / 3) * (s - √3 / 3) ^ 2 := by
    linear_combination (-(9 * √3 / 8) * s) * hs
      + (3 / 4 * √3 * a * s - a / 6 * (√3 ^ 2 + 3)) * hw
  have hf : 0 < 9 * √3 * a / 4 * (s + 2 * √3 / 3) := by positivity
  rw [key]
  refine ⟨mul_nonneg hf.le (sq_nonneg _), fun h => ?_, fun h => ?_⟩
  · have h1 : (s - √3 / 3) ^ 2 = 0 := (mul_eq_zero.mp h).resolve_left hf.ne'
    have h2 : s = √3 / 3 := sub_eq_zero.mp (pow_eq_zero_iff two_ne_zero |>.mp h1)
    rw [h2, div_pow, hw] at hs
    linarith
  · have h1 : s ^ 2 = (√3 / 3) ^ 2 := by
      rw [hs2, h, div_pow, hw, div_eq_iff (by positivity)]
      ring
    have h2 : (s - √3 / 3) * (s + √3 / 3) = 0 := by linear_combination h1
    have h3 : s + √3 / 3 ≠ 0 := by positivity
    rw [(mul_eq_zero.mp h2).resolve_right h3]
    ring

/-- Single-primitive binding threshold: for `b > 0`, some normalised s Gaussian of exponent
`a > 0` has negative energy in the well `-V exp(-b r²)` if and only if `V > 9√3 b/8`. -/
theorem binding_threshold {b : ℝ} (V : ℝ) (hb : 0 < b) :
    (∃ a : ℝ, 0 < a ∧ energy (well V b) (sGaussian a) < 0) ↔ 9 * √3 * b / 8 < V := by
  constructor
  · rintro ⟨a, ha, hE⟩
    have h0 := (energy_at_threshold ha hb).1
    rw [energy_eq _ ha hb] at h0 hE
    have hp : 0 < (2 * a / (2 * a + b)) ^ (3 / 2 : ℝ) := by positivity
    -- a shallower well would only raise the energy
    by_contra hV
    have := mul_le_mul_of_nonneg_right (not_lt.mp hV) hp.le
    linarith
  · intro hV
    have ha : 0 < b / 4 := by positivity
    -- the critical exponent binds as soon as the threshold is passed
    refine ⟨b / 4, ha, ?_⟩
    have h0 := (energy_at_threshold ha hb).2.mpr rfl
    rw [energy_eq _ ha hb] at h0 ⊢
    have hp : 0 < (2 * (b / 4) / (2 * (b / 4) + b)) ^ (3 / 2 : ℝ) := by positivity
    have := mul_lt_mul_of_pos_right hV hp
    linarith

end

end GaussianWellBinding
```

```lean
#print axioms GaussianWellBinding.energy_eq
-- 'GaussianWellBinding.energy_eq' depends on axioms: [propext, Classical.choice, Quot.sound]
#print axioms GaussianWellBinding.binding_threshold
-- 'GaussianWellBinding.binding_threshold' depends on axioms: [propext, Classical.choice, Quot.sound]
```

## What the definitions and theorems say

`Space` is three-dimensional Euclidean space, `sGaussian a` is \(\psi_a\), and `well V b` is \(U\). The functional `energy U ψ` contains the gradient and both integrals, so the closed formula in `energy_eq` is derived from the orbital and the potential. The functional does not divide by the norm of `ψ`; `sGaussian_normalized` supplies the normalisation that makes its value an expectation value.

`binding_threshold` assumes only `0 < b`. The depth `V` may be any real number, so zero and repulsive potentials are included and correctly have no negative-energy exponent. `energy_at_threshold` states the nonnegativity at \(V_0\) and the equality case \(a=b/4\).

The restriction to one primitive matters when the result is read as physics. By the variational principle, a negative trial energy implies a true bound state of this well. A nonnegative energy for every \(a\) does not exclude one, since a more flexible orbital may still bind. The theorems concern neither contracted functions, displaced centres and higher angular momentum nor the floating-point error of an implementation.

## How the lemmas fit together

- `gaussian_integral` specialises Mathlib's Gaussian integral to three dimensions. `gaussian_second_moment` passes to polar coordinates with `integral_fun_norm_addHaar` and applies the recursion of the Gamma function.
- `sGaussian_sq` computes the density, from which `sGaussian_normalized` follows.
- `gradient_sGaussian` differentiates by the chain rule and identifies the derivative with the inner product against \(-2a\,\psi_a\,\mathbf r\).
- `kinetic_sGaussian` combines the gradient, the second moment and the normalisation. `energy_eq` merges the two exponentials in the potential term and adds the kinetic energy.
- `energy_at_threshold` rewrites the power \(3/2\) as \(s^3\). Its step `key` is the factorisation above, which `linear_combination` verifies from \(s^2(2a+b)=2a\) and \((\sqrt3)^2=3\). The sign and the equality case are then read off from the square.
- `binding_threshold` compares the depths \(V\) and \(V_0\) at a fixed exponent. One direction argues by contradiction from nonnegativity at \(V_0\); the other supplies `b / 4` as the binding exponent.
